# With smooth energy terms, dropping a nonzero pair term at a cutoff makes the central-difference force there diverge

## The truncated energy and its force

Let $R$ be the distance between two atoms and $c$ the cutoff of the neighbour list. Write $a(R)$ for the energy without the pair term and $b(R)$ for what the pair term adds, for instance an intersite $V$ correction in DFT+U+V. The energy along $R$ is

$$E(R)=\begin{cases}a(R)+b(R), & R<c,\\ a(R), & R\ge c.\end{cases}$$

The central-difference force at $R$ with displacement $h$ is

$$F_h(R)=-\frac{E(R+h)-E(R-h)}{2h}.$$

A positive force pushes the atoms apart. All limits below take $h$ to zero through positive values.

```lean
import Mathlib

open Filter Topology

namespace NeighbourListCutoff

noncomputable section
```

Limits in the code are written `Tendsto f l₁ l₂`, read as "$f$ tends to $l_2$ as its argument follows $l_1$". The symbol `𝓝[>] 0` stands for $h\to0^+$, `𝓝 x` for convergence to the number $x$, and `atTop` for growth to $+\infty$.

```lean
/-- Energy along an interatomic distance `R`: the pair term `b` is added to the
background `a` only while `R` is below the cutoff `c`. -/
def truncatedEnergy (a b : ℝ → ℝ) (c R : ℝ) : ℝ :=
  if R < c then a R + b R else a R
```

This is $E(R)$, with the two functions and the cutoff as arguments. The type `ℝ → ℝ` says that $a$ and $b$ are real functions defined at every distance, so both continue through the cutoff, and only the `if` switches the pair term off. At $R=c$ the pair is already gone.

The same function $a$ appears on both sides. In a self-consistent calculation the electrons relax when the pair is removed. The model still applies if $a$ is the relaxed energy without the pair and $b$ is the full difference between the relaxed energies with and without it, provided that these functions satisfy the hypotheses below.

```lean
/-- Central-difference force at `R` from two energies at displacements `h` and `-h`,
for `h ≠ 0`. -/
def centralForce (E : ℝ → ℝ) (R h : ℝ) : ℝ :=
  -(E (R + h) - E (R - h)) / (2 * h)
```

This is $F_h(R)$ for an arbitrary energy function `E`. The theorems evaluate it at $R=c$, where the two displaced points lie on opposite sides of the cutoff for every $h>0$. At a fixed $R\ne c$, both points lie on the same side once $h$ is small enough.

## The jump in the energy

```lean
/-- For a positive displacement, the two energies on either side of the cutoff differ by
the change of the background minus the pair term on the inner side. -/
theorem energy_difference (a b : ℝ → ℝ) (c : ℝ) {h : ℝ} (hh : 0 < h) :
    truncatedEnergy a b c (c + h) - truncatedEnergy a b c (c - h)
      = a (c + h) - a (c - h) - b (c - h) := by
  unfold truncatedEnergy
  rw [if_neg (not_lt.mpr (by linarith)), if_pos (by linarith)]
  ring
```

A Lean theorem lists its data and hypotheses before the colon and its conclusion after it; the proof follows `:= by`. Here `hh` names the hypothesis $h>0$, and the conclusion is

$$E(c+h)-E(c-h)=a(c+h)-a(c-h)-b(c-h).$$

By hand, $c+h\ge c$ gives $E(c+h)=a(c+h)$, while $c-h<c$ gives $E(c-h)=a(c-h)+b(c-h)$. Subtracting gives the result. The proof does the same: `if_neg` selects the outer branch, `if_pos` the inner one, `linarith` supplies the two inequalities, and `ring` does the algebra.

```lean
/-- Both displaced distances tend to the cutoff as the positive displacement tends to
zero. -/
theorem displaced_tendsto (c : ℝ) :
    Tendsto (fun h : ℝ => c + h) (𝓝[>] 0) (𝓝 c) ∧
      Tendsto (fun h : ℝ => c - h) (𝓝[>] 0) (𝓝 c) := by
  have hp : Continuous (fun h : ℝ => c + h) := by fun_prop
  have hm : Continuous (fun h : ℝ => c - h) := by fun_prop
  exact ⟨(hp.tendsto' 0 c (by simp)).mono_left nhdsWithin_le_nhds,
    (hm.tendsto' 0 c (by simp)).mono_left nhdsWithin_le_nhds⟩
```

Both $c+h$ and $c-h$ tend to $c$ as $h\to0^+$. The symbol `∧` means "and". Each map is continuous in $h$ and equals $c$ at $h=0$; `mono_left` then restricts the two-sided limit to positive $h$.

```lean
/-- If background and pair term are continuous at the cutoff, the energy difference across
it tends to minus the pair term at the cutoff. -/
theorem energy_jump {a b : ℝ → ℝ} {c : ℝ} (ha : ContinuousAt a c) (hb : ContinuousAt b c) :
    Tendsto (fun h => truncatedEnergy a b c (c + h) - truncatedEnergy a b c (c - h))
      (𝓝[>] 0) (𝓝 (-b c)) := by
  obtain ⟨hp, hm⟩ := displaced_tendsto c
  have key := ((ha.tendsto.comp hp).sub (ha.tendsto.comp hm)).sub (hb.tendsto.comp hm)
  have e : a c - a c - b c = -b c := by ring
  rw [e] at key
  refine key.congr' ?_
  filter_upwards [self_mem_nhdsWithin] with h hh
  exact (energy_difference a b c hh).symm
```

The hypotheses `ha` and `hb` say that $a$ and $b$ are continuous at $c$. The conclusion is

$$\lim_{h\to0^+}\bigl[E(c+h)-E(c-h)\bigr]=-b(c).$$

By continuity, the three terms of the previous identity tend to $a(c)$, $a(c)$ and $b(c)$, so the difference tends to $a(c)-a(c)-b(c)=-b(c)$. If the pair term is negative at the cutoff, the energy therefore steps up as the atoms separate.

In the proof, `comp` inserts the displaced distances into the continuous functions, and `sub` subtracts the limits. This gives `key`, a limit for the explicit expression in $a$ and $b$. The step `key.congr'` carries it over to the energy difference, because the two expressions agree for every $h>0$. The line with `filter_upwards` supplies such an $h$.

## The divergence and the finite remainder

```lean
/-- If background and pair term are continuous at the cutoff and the pair term is nonzero
there, the magnitude of the central-difference force at the cutoff grows without bound as
the positive displacement tends to zero. -/
theorem centralForce_diverges {a b : ℝ → ℝ} {c : ℝ} (ha : ContinuousAt a c)
    (hb : ContinuousAt b c) (hc : b c ≠ 0) :
    Tendsto (fun h => |centralForce (truncatedEnergy a b c) c h|) (𝓝[>] 0) atTop := by
  -- a finite nonzero jump is multiplied by the diverging factor 1/h
  have key := Tendsto.pos_mul_atTop (half_pos (abs_pos.mpr (neg_ne_zero.mpr hc)))
    ((energy_jump ha hb).abs.div_const 2) (tendsto_inv_nhdsGT_zero (𝕜 := ℝ))
  refine key.congr' ?_
  filter_upwards [self_mem_nhdsWithin] with h hh
  have hpos : 0 < h := hh
  have h2 : 0 < 2 * h := by linarith
  rw [centralForce, abs_div, abs_neg, abs_of_pos h2]
  ring
```

With the additional hypothesis `hc`, that $b(c)\neq0$, the conclusion is $|F_h(c)|\to\infty$. By hand,

$$|F_h(c)|=\frac{|E(c+h)-E(c-h)|}{2}\cdot\frac1h .$$

The first factor tends to $|b(c)|/2>0$ and the second to $+\infty$, so the product tends to $+\infty$. The lemma `Tendsto.pos_mul_atTop` is this rule for products. The closing lines identify the product with the absolute value of the force, using $2h>0$.

The condition on $a$ matters as well. Take $b(R)=1$ for all $R$, and let $a(R)=0$ for $R<c$ and $a(R)=1$ for $R\ge c$. Then $E(R)=1$ everywhere and the force is zero for every $h>0$, although $b(c)\neq0$. The step in $a$ has compensated the loss of the pair term. So the continuity of $a$ at $c$ cannot simply be dropped from the hypotheses. The derivation uses it to make $a(c+h)-a(c-h)$ tend to zero.

```lean
/-- If background and pair term are differentiable at the cutoff, the central-difference
force there is `b c / (2 h)` plus a remainder that tends to `-(a' + b' / 2)` as the positive
displacement `h` tends to zero. -/
theorem centralForce_expansion {a b : ℝ → ℝ} {c a' b' : ℝ} (ha : HasDerivAt a a' c)
    (hb : HasDerivAt b b' c) :
    Tendsto (fun h => centralForce (truncatedEnergy a b c) c h - b c / (2 * h))
      (𝓝[>] 0) (𝓝 (-(a' + b' / 2))) := by
  have hn : Tendsto (fun h : ℝ => -h) (𝓝[>] 0) (𝓝[<] 0) := by
    refine tendsto_nhdsWithin_iff.mpr
      ⟨(continuous_neg.tendsto' 0 0 neg_zero).mono_left nhdsWithin_le_nhds, ?_⟩
    filter_upwards [self_mem_nhdsWithin] with h hh
    have hpos : 0 < h := hh
    exact neg_lt_zero.mpr hpos
  -- combine the outer slope of a with the inner slopes of a and b
  have key := ((ha.tendsto_slope_zero_right.add (ha.tendsto_slope_zero_left.comp hn)).add
    (hb.tendsto_slope_zero_left.comp hn)).const_mul (-1 / 2)
  have e : -1 / 2 * (a' + a' + b') = -(a' + b' / 2) := by ring
  rw [e] at key
  refine key.congr' ?_
  filter_upwards [self_mem_nhdsWithin] with h hh
  have hpos : 0 < h := hh
  simp only [Function.comp_apply, smul_eq_mul, centralForce,
    energy_difference a b c hpos, ← sub_eq_add_neg, inv_neg]
  ring
```

The hypothesis `HasDerivAt a a' c` says that $a$ is differentiable at $c$ with derivative $a'$. Here $a'$ is a number, the slope at the cutoff, and likewise $b'$. The conclusion is

$$F_h(c)-\frac{b(c)}{2h}\;\longrightarrow\;-\Bigl(a'+\frac{b'}2\Bigr).$$

To derive it, insert the energy difference and add and subtract $a(c)$:

$$F_h(c)-\frac{b(c)}{2h}=-\frac12\left[\frac{a(c+h)-a(c)}{h}+\frac{a(c)-a(c-h)}{h}+\frac{b(c)-b(c-h)}{h}\right].$$

The three quotients tend to $a'$, $a'$ and $b'$, which gives $-\tfrac12(2a'+b')$.

The proof assembles the same three quotients. Mathlib writes a left-hand slope with a negative displacement, so `hn` first establishes that $-h$ tends to zero from below. The limits are then added and multiplied by $-1/2$, and the last lines match the sum to the force for $h>0$.

The divergent term fixes the sign: the force goes to $+\infty$ if $b(c)>0$ and to $-\infty$ if $b(c)<0$. The finite remainder is the mean of the inner force $-(a'+b')$ and the outer force $-a'$. Even a small step can dominate: for $b(c)=1$ meV and $h=0.01$ Å, the term $b(c)/(2h)$ is $0.05$ eV/Å. In a finite-difference force test at the cutoff, with $a$ and $b$ smooth, such a step produces a discrepancy that nearly doubles when a small $h$ is halved. At a nearby distance $R\ne c$, the step contributes only while the two displaced points lie on opposite sides of the cutoff.

```lean
/-- For background and pair term differentiable at the cutoff, the central-difference force
there has a finite limit exactly when the pair term vanishes at the cutoff. -/
theorem centralForce_converges_iff {a b : ℝ → ℝ} {c : ℝ} (ha : DifferentiableAt ℝ a c)
    (hb : DifferentiableAt ℝ b c) :
    (∃ F, Tendsto (fun h => centralForce (truncatedEnergy a b c) c h) (𝓝[>] 0) (𝓝 F))
      ↔ b c = 0 := by
  constructor
  · rintro ⟨F, hF⟩
    by_contra hc
    exact not_tendsto_nhds_of_tendsto_atTop
      (centralForce_diverges ha.continuousAt hb.continuousAt hc) |F| hF.abs
  · intro h0
    have key := centralForce_expansion ha.hasDerivAt hb.hasDerivAt
    simp only [h0, zero_div, sub_zero] at key
    exact ⟨_, key⟩
```

The symbol `∃ F` means "there is a number $F$", and `↔` means "if and only if". For $a$ and $b$ differentiable at $c$, the central-difference force at the cutoff has a finite limit exactly when $b(c)=0$.

Suppose first that $F_h(c)\to F$. Then $|F_h(c)|\to|F|$. If $b(c)$ were nonzero, the same quantity would tend to infinity, which is impossible. This is the branch that starts with `rintro`, where `by_contra` introduces the assumption to be refuted. Conversely, if $b(c)=0$, the term $b(c)/(2h)$ vanishes from the expansion, and what remains is a finite limit, $-(a'+b'/2)$.

## A finite limit can hide a kink

```lean
/-- If the pair term vanishes at the cutoff, and both terms are differentiable there, the
energy has slope `a' + b'` from the inner side and `a'` from the outer side. -/
theorem one_sided_slopes {a b : ℝ → ℝ} {c a' b' : ℝ} (ha : HasDerivAt a a' c)
    (hb : HasDerivAt b b' c) (h0 : b c = 0) :
    HasDerivWithinAt (truncatedEnergy a b c) (a' + b') (Set.Iic c) c ∧
      HasDerivWithinAt (truncatedEnergy a b c) a' (Set.Ici c) c := by
  constructor
  · refine (ha.fun_add hb).hasDerivWithinAt.congr (fun x hx => ?_) ?_
    · rcases lt_or_eq_of_le (Set.mem_Iic.mp hx) with h | h
      · simp [truncatedEnergy, h]
      · simp [truncatedEnergy, h, h0]
    · simp [truncatedEnergy, h0]
  · refine ha.hasDerivWithinAt.congr (fun x hx => ?_) ?_
    · exact if_neg (not_lt.mpr (Set.mem_Ici.mp hx))
    · exact if_neg (lt_irrefl c)
```

`HasDerivWithinAt` is a derivative computed from points of a given set only. With `Set.Iic c`, the half-line $R\le c$, it is the slope from the inner side; with `Set.Ici c`, the half-line $R\ge c$, it is the slope from the outer side. If $b(c)=0$, these slopes of $E$ are $a'+b'$ and $a'$.

By hand, $E=a+b$ for $R<c$, and since $b(c)=0$ the formula also holds at $R=c$. On the inner half-line $E$ therefore has the slope of $a+b$. On the outer half-line $E=a$, which gives the slope $a'$. In the proof, `congr` transfers a derivative between functions that agree on the half-line, and `rcases` separates $R<c$ from $R=c$.

```lean
/-- For background and pair term differentiable at the cutoff, the truncated energy is
differentiable there exactly when the pair term and its slope both vanish at the cutoff. -/
theorem differentiable_at_cutoff_iff {a b : ℝ → ℝ} {c a' b' : ℝ} (ha : HasDerivAt a a' c)
    (hb : HasDerivAt b b' c) :
    DifferentiableAt ℝ (truncatedEnergy a b c) c ↔ b c = 0 ∧ b' = 0 := by
  constructor
  · intro hE
    -- continuity of the energy excludes a jump
    have h0 : b c = 0 := by
      obtain ⟨hp, hm⟩ := displaced_tendsto c
      have h1 := (hE.continuousAt.tendsto.comp hp).sub (hE.continuousAt.tendsto.comp hm)
      have h2 := tendsto_nhds_unique (energy_jump ha.continuousAt hb.continuousAt) h1
      linarith
    -- the two one-sided slopes must agree
    obtain ⟨hl, hr⟩ := one_sided_slopes ha hb h0
    have e1 := UniqueDiffWithinAt.eq_deriv _ (uniqueDiffOn_Iic c c (Set.mem_Iic.mpr le_rfl))
      hl hE.hasDerivAt.hasDerivWithinAt
    have e2 := UniqueDiffWithinAt.eq_deriv _ (uniqueDiffOn_Ici c c (Set.mem_Ici.mpr le_rfl))
      hr hE.hasDerivAt.hasDerivWithinAt
    exact ⟨h0, by linarith⟩
  · rintro ⟨h0, h1⟩
    obtain ⟨hl, hr⟩ := one_sided_slopes ha hb h0
    rw [h1, add_zero] at hl
    have h := hl.union hr
    rw [Set.Iic_union_Ici, hasDerivWithinAt_univ] at h
    exact h.differentiableAt

end

end NeighbourListCutoff
```

The truncated energy is differentiable at the cutoff exactly when $b(c)=0$ and $b'=0$.

Assume that $E$ is differentiable at $c$. It is then continuous there, so $E(c+h)-E(c-h)\to E(c)-E(c)=0$. The same difference tends to $-b(c)$, and a limit is unique, so $b(c)=0$. Both one-sided slopes must now equal the derivative of $E$ at $c$. Hence $a'+b'=a'$, and $b'=0$. In the code, `h0` is the first conclusion, and `e1` and `e2` equate the one-sided slopes with the derivative.

For the converse, assume $b(c)=0$ and $b'=0$. Both one-sided slopes are then $a'$. The two half-lines together make up the whole real line, so `hl.union hr` joins the one-sided derivatives into an ordinary one.

The example $a(R)=0$, $b(R)=R-c$ separates this criterion from the previous one. For every $h>0$ the central difference gives $F_h(c)=-1/2$, a perfectly finite value. Yet the force is $-1$ inside the cutoff and $0$ outside, and the energy has a kink at $c$. A stable central difference at the cutoff thus does not prove that the energy is differentiable there.

A switching function can meet both conditions. If $b(R)=s(R)\,v(R)$, with $s$ and $v$ differentiable at $c$, it is enough that $s$ and its first derivative vanish there. For this single-distance model, that makes the energy differentiable at the cutoff; second derivatives, as used for force constants, place further demands on $b$.

```lean
#print axioms NeighbourListCutoff.centralForce_diverges
-- 'NeighbourListCutoff.centralForce_diverges' depends on axioms: [propext, Classical.choice, Quot.sound]
#print axioms NeighbourListCutoff.centralForce_converges_iff
-- 'NeighbourListCutoff.centralForce_converges_iff' depends on axioms: [propext, Classical.choice, Quot.sound]
#print axioms NeighbourListCutoff.differentiable_at_cutoff_iff
-- 'NeighbourListCutoff.differentiable_at_cutoff_iff' depends on axioms: [propext, Classical.choice, Quot.sound]
```
